# Convergence and truncation error of the Born series for $\|G_0V\|<1$

The potential $V$, the free propagator $G_0$ and the T-matrix $T$ are taken here as elements of a normed ring `R`. They can be added and multiplied, they need not commute, and the norm obeys $\|ab\|\le\|a\|\,\|b\|$. Square matrices with an operator norm are one example, and bounded operators on a Hilbert space are another. The energy $z$ is fixed and sits inside $G_0$, which for an unperturbed Hamiltonian $H_0$ is the resolvent $(z-H_0)^{-1}$.

This choice leaves out unbounded potentials such as the Coulomb potential. It also leaves out real energies in a continuous spectrum, where the free resolvent is not a bounded operator on the Hilbert space.

```lean
import Mathlib

open Finset

namespace BornSeries

variable {R : Type*} [NormedRing R]
```

## The Lippmann–Schwinger equation and its iteration

The T-matrix is characterised by the equation

$$T = V + T G_0 V .$$

The predicate `IsTMatrix G₀ V T` says that $T$ satisfies it. Whether such a $T$ exists, and whether there is only one, is left open by the definition.

```lean
/-- The Lippmann-Schwinger equation `T = V + T G₀ V` for the T-matrix of a potential `V`
and a free propagator `G₀`. -/
def IsTMatrix (G₀ V T : R) : Prop := T = V + T * (G₀ * V)
```

The equation can also be written $T(1-G_0V)=V$. Whenever $1-G_0V$ is invertible, it therefore has exactly one solution, $T = V(1-G_0V)^{-1}$. This includes some strong potentials for which the Born series diverges, so convergence of the series is a separate question.

Inserting the equation into itself repeatedly produces the Born series. Its first $N$ terms are

$$S_N = \sum_{n=0}^{N-1} V(G_0V)^n ,$$

so $S_0=0$, $S_1=V$ and $S_2=V+VG_0V$.

```lean
/-- The Born series truncated after its first `N` terms, `V + V G₀ V + ⋯`. -/
def bornSum (G₀ V : R) (N : ℕ) : R := ∑ n ∈ range N, V * (G₀ * V) ^ n
```

## A norm bound for repeated scattering

Write $q=\|G_0V\|$. Each further factor $x=G_0V$ stands for one free propagation and one more scattering event, and it multiplies the norm bound by $\|x\|$:

$$\|Ax^{n+1}\| \le \|Ax^n\|\,\|x\| \le \|A\|\,\|x\|^{n}\,\|x\| .$$

```lean
/-- Each further scattering event, described by a factor `x`, multiplies the bound on the
norm by `‖x‖`. -/
theorem norm_mul_pow_le (A x : R) (n : ℕ) : ‖A * x ^ n‖ ≤ ‖A‖ * ‖x‖ ^ n := by
  induction n with
  | zero => simp
  | succ n ih =>
    calc ‖A * x ^ (n + 1)‖ = ‖A * x ^ n * x‖ := by rw [pow_succ, mul_assoc]
      _ ≤ ‖A * x ^ n‖ * ‖x‖ := norm_mul_le _ _
      _ ≤ ‖A‖ * ‖x‖ ^ n * ‖x‖ := mul_le_mul_of_nonneg_right ih (norm_nonneg _)
      _ = ‖A‖ * ‖x‖ ^ (n + 1) := by ring
```

The induction starts from $Ax^0=A$. Keeping $A$ in front means that $\|1\|=1$ is never needed, and a normed ring does not guarantee it.

## The exact remainder

For any solution $T$, the part missing from $S_N$ is known exactly:

$$T-S_N = T(G_0V)^N .$$

For $N=0$ both sides are $T$. If the identity holds for $N$, then

$$T-S_{N+1} = T(G_0V)^N - V(G_0V)^N = (T-V)(G_0V)^N = T G_0V (G_0V)^N ,$$

where the last step uses $T-V=TG_0V$. No smallness of $q$ is required.

```lean
/-- The exact remainder of the Born series: a solution `T` of the Lippmann-Schwinger equation
differs from the sum of the first `N` terms by `T (G₀ V)^N`. -/
theorem born_remainder {G₀ V T : R} (h : IsTMatrix G₀ V T) (N : ℕ) :
    T - bornSum G₀ V N = T * (G₀ * V) ^ N := by
  have h' : T = V + T * (G₀ * V) := h
  induction N with
  | zero => simp [bornSum]
  | succ N ih =>
    have hs : bornSum G₀ V (N + 1) = bornSum G₀ V N + V * (G₀ * V) ^ N :=
      Finset.sum_range_succ _ _
    calc T - bornSum G₀ V (N + 1) = (T - bornSum G₀ V N) - V * (G₀ * V) ^ N := by
          rw [hs]; abel
      _ = (T - V) * (G₀ * V) ^ N := by rw [ih, sub_mul]
      _ = T * (G₀ * V) * (G₀ * V) ^ N := by rw [sub_eq_iff_eq_add'.mpr h']
      _ = T * (G₀ * V) ^ (N + 1) := by rw [pow_succ', mul_assoc]
```

The `calc` block follows this chain line by line: `ih` is the identity for $N$, and `h'` is the Lippmann–Schwinger equation.

## The homogeneous equation

Suppose $W=Wx$ with $\|x\|<1$. Then $\|W\|\le\|W\|\,\|x\|$, that is, $\|W\|(1-\|x\|)\le 0$. Since $1-\|x\|>0$, this forces $W=0$. At $\|x\|=1$ the conclusion can fail: the real number $x=1$ leaves every $W$ unchanged.

```lean
/-- If `‖x‖ < 1`, the homogeneous equation `W = W x` has only the zero solution. -/
theorem eq_zero_of_eq_mul {W x : R} (hx : ‖x‖ < 1) (h : W = W * x) : W = 0 := by
  have h1 : ‖W‖ ≤ ‖W‖ * ‖x‖ :=
    calc ‖W‖ = ‖W * x‖ := congrArg norm h
      _ ≤ ‖W‖ * ‖x‖ := norm_mul_le _ _
  by_contra hW
  have h2 : 0 < ‖W‖ := norm_pos_iff.mpr hW
  nlinarith
```

In Lean, `nlinarith` derives the contradiction between $\|W\|>0$ and the inequality `h1`.

## The truncation error

From here on $q<1$ is assumed. Physically this is a weak-scattering condition: one more propagation and scattering multiplies the norm by at most $q$. It is not derived for any particular potential. Taking norms in the Lippmann–Schwinger equation gives

$$\|T\|\le\|V\|+\|T\|\,q \quad\Longrightarrow\quad \|T\|\le\frac{\|V\|}{1-q},$$

and the exact remainder then yields

$$\|T-S_N\| \le \|T\|\,q^N \le \frac{\|V\|\,q^N}{1-q}.$$

```lean
/-- If `‖G₀ V‖ < 1`, the first `N` terms of the Born series give a solution `T` of the
Lippmann-Schwinger equation up to an error of at most `‖V‖ ‖G₀ V‖^N / (1 - ‖G₀ V‖)`. -/
theorem born_error {G₀ V T : R} (hq : ‖G₀ * V‖ < 1) (h : IsTMatrix G₀ V T) (N : ℕ) :
    ‖T - bornSum G₀ V N‖ ≤ ‖V‖ * ‖G₀ * V‖ ^ N / (1 - ‖G₀ * V‖) := by
  -- the equation itself bounds the norm of `T`
  have h1 : ‖T‖ ≤ ‖V‖ + ‖T‖ * ‖G₀ * V‖ :=
    calc ‖T‖ = ‖V + T * (G₀ * V)‖ := congrArg norm h
      _ ≤ ‖V‖ + ‖T * (G₀ * V)‖ := norm_add_le _ _
      _ ≤ ‖V‖ + ‖T‖ * ‖G₀ * V‖ := by linarith [norm_mul_le T (G₀ * V)]
  have h2 : ‖T‖ ≤ ‖V‖ / (1 - ‖G₀ * V‖) := by
    rw [le_div_iff₀ (by linarith)]
    linarith
  rw [born_remainder h N]
  calc ‖T * (G₀ * V) ^ N‖ ≤ ‖T‖ * ‖G₀ * V‖ ^ N := norm_mul_pow_le _ _ _
    _ ≤ ‖V‖ / (1 - ‖G₀ * V‖) * ‖G₀ * V‖ ^ N :=
        mul_le_mul_of_nonneg_right h2 (pow_nonneg (norm_nonneg _) _)
    _ = ‖V‖ * ‖G₀ * V‖ ^ N / (1 - ‖G₀ * V‖) := by ring
```

The steps `h1` and `h2` are the two inequalities for $\|T\|$, and the closing `calc` inserts them into the remainder.

The smallest case, $N=0$, is included and returns the bound on $\|T\|$ itself. In the limiting case $q=0$ we have $G_0V=0$ and $T=V$, and the bound vanishes for every $N\ge1$: the first term is already exact.

## Convergence to the only solution

Completeness of the ring now enters. The norms of the terms $V(G_0V)^n$ lie below the convergent geometric series $\sum_n\|V\|q^n$, so the Born series converges. Call its sum $T$. Splitting off the zeroth term gives

$$T = V+\sum_{n=0}^{\infty}V(G_0V)^{n+1} = V+TG_0V .$$

If $T'$ is another solution, subtracting the two equations gives $T'-T=(T'-T)G_0V$, and the homogeneous equation forces $T'=T$.

The theorem states that there is a $T$ with three properties. `HasSum` says that the series converges to $T$. The equivalence `IsTMatrix G₀ V T' ↔ T' = T` says that $T$ solves the equation and that nothing else does. The last clause is the error bound for every $N$.

```lean
/-- In a complete normed ring with `‖G₀ V‖ < 1` the Born series converges, its sum is the unique
solution of `T = V + T G₀ V`, and its first `N` terms give that solution up to an error of at
most `‖V‖ ‖G₀ V‖^N / (1 - ‖G₀ V‖)`. -/
theorem born_series [CompleteSpace R] (G₀ V : R) (hq : ‖G₀ * V‖ < 1) :
    ∃ T : R, HasSum (fun n : ℕ => V * (G₀ * V) ^ n) T ∧
      (∀ T' : R, IsTMatrix G₀ V T' ↔ T' = T) ∧
      ∀ N : ℕ, ‖T - bornSum G₀ V N‖ ≤ ‖V‖ * ‖G₀ * V‖ ^ N / (1 - ‖G₀ * V‖) := by
  -- convergence by comparison with a geometric series
  have hs : Summable (fun n : ℕ => V * (G₀ * V) ^ n) :=
    Summable.of_norm_bounded (g := fun n : ℕ => ‖V‖ * ‖G₀ * V‖ ^ n)
      ((summable_geometric_of_lt_one (norm_nonneg _) hq).mul_left _)
      (fun n => norm_mul_pow_le _ _ _)
  -- splitting off the zeroth term gives the Lippmann-Schwinger equation
  have hT : IsTMatrix G₀ V (∑' n : ℕ, V * (G₀ * V) ^ n) := by
    have h1 := hs.tsum_eq_zero_add
    have h2 := (hs.hasSum.mul_right (G₀ * V)).tsum_eq
    simp only [mul_assoc V, ← pow_succ] at h2
    rw [h2, pow_zero, mul_one] at h1
    exact h1
  refine ⟨_, hs.hasSum, fun T' => ⟨fun h => ?_, fun h => h ▸ hT⟩, born_error hq hT⟩
  -- the difference of two solutions solves the homogeneous equation
  apply sub_eq_zero.mp
  apply eq_zero_of_eq_mul hq
  rw [sub_mul, ← sub_eq_iff_eq_add'.mpr h, ← sub_eq_iff_eq_add'.mpr hT]
  abel
```

Here `hs` is the comparison with the geometric series and `hT` is the splitting of the zeroth term. The final lines rewrite $T'G_0V$ as $T'-V$ and $TG_0V$ as $T-V$, so that $V$ cancels in the difference.

For non-interacting electrons in a finite tight-binding model, at an energy where $\|G_0V\|<1$, the bound gives a number of Born terms that is sufficient for a prescribed accuracy of the T-matrix in the chosen norm. Near an eigenvalue of the unperturbed Hamiltonian $G_0$ is large, and even a weak perturbation can violate this condition.

## A case where the bound is attained

Let $g$ and $v$ be real numbers with $0\le gv<1$. The equation is solved by $T=v/(1-gv)$, and the exact remainder gives

$$|T-S_N| = \frac{|v|\,(gv)^N}{1-gv},$$

which equals the bound, because $q=gv$. All terms of the series then have the same sign, so nothing cancels.

```lean
/-- The error bound is attained: for real numbers with `0 ≤ g v < 1` the T-matrix is
`v / (1 - g v)`, and the error of the truncated Born series equals the bound for every `N`. -/
theorem born_error_sharp (g v : ℝ) (h0 : 0 ≤ g * v) (h1 : g * v < 1) :
    IsTMatrix g v (v / (1 - g * v)) ∧
      ∀ N : ℕ, ‖v / (1 - g * v) - bornSum g v N‖ = ‖v‖ * ‖g * v‖ ^ N / (1 - ‖g * v‖) := by
  have hpos : 0 < 1 - g * v := by linarith
  have hT : IsTMatrix g v (v / (1 - g * v)) := by
    have hc : v / (1 - g * v) * (1 - g * v) = v := div_mul_cancel₀ v hpos.ne'
    unfold IsTMatrix
    linear_combination hc
  refine ⟨hT, fun N => ?_⟩
  rw [born_remainder hT, norm_mul, norm_pow, norm_div, Real.norm_of_nonneg h0,
    Real.norm_of_nonneg hpos.le]
  ring
```

The first half checks the solution by clearing the denominator. The second half applies `born_remainder` and evaluates the norms, using that $gv$ and $1-gv$ are not negative.

## The mirrored equation

The T-matrix is often written with the factors in the other order, $T=V+VG_0T$. To obtain this from the first form, set $W=V+VG_0T-T$. Then

$$WG_0V = VG_0(V+TG_0V)-TG_0V = VG_0T-(T-V) = W ,$$

and $q<1$ gives $W=0$.

```lean
/-- If `‖G₀ V‖ < 1`, a solution of `T = V + T G₀ V` also solves the mirrored equation
`T = V + V G₀ T`. -/
theorem mirrored_equation {G₀ V T : R} (hq : ‖G₀ * V‖ < 1) (h : IsTMatrix G₀ V T) :
    T = V + V * (G₀ * T) := by
  have h' : T = V + T * (G₀ * V) := h
  have hW : V + V * (G₀ * T) - T = (V + V * (G₀ * T) - T) * (G₀ * V) := by
    linear_combination (norm := noncomm_ring) V * G₀ * h' - h'
  exact (sub_eq_zero.mp (eq_zero_of_eq_mul hq hW)).symm
```

The identity $W=WG_0V$ is `hW`. It is a combination of the Lippmann–Schwinger equation with the same equation multiplied on the left by $VG_0$, and `noncomm_ring` verifies it without commuting any factors.

## The optical theorem as an operator identity

Let the ring also carry an adjoint, written `star` in Lean and $\dagger$ here, which reverses products. Let $V=V^\dagger$; $G_0$ need not be self-adjoint. The adjoint of the mirrored equation is $T^\dagger=V+T^\dagger G_0^\dagger V$. Multiplying the mirrored equation on the left by $T^\dagger G_0^\dagger$ gives

$$\begin{aligned}
T^\dagger G_0^\dagger T &= T^\dagger G_0^\dagger V+T^\dagger G_0^\dagger V\,G_0T\\
&= (T^\dagger-V)+(T^\dagger-V)G_0T\\
&= T^\dagger+T^\dagger G_0T-(V+VG_0T)\\
&= T^\dagger+T^\dagger G_0T-T ,
\end{aligned}$$

and therefore

$$T-T^\dagger = T^\dagger(G_0-G_0^\dagger)T .$$

```lean
/-- The optical theorem in operator form: for a self-adjoint potential with `‖G₀ V‖ < 1`, the
T-matrix satisfies `T - T† = T† (G₀ - G₀†) T`. -/
theorem optical_theorem [StarRing R] {G₀ V T : R} (hq : ‖G₀ * V‖ < 1) (hV : star V = V)
    (h : IsTMatrix G₀ V T) : T - star T = star T * (G₀ - star G₀) * T := by
  have h1 := mirrored_equation hq h
  -- the adjoint of the mirrored equation
  have h2 : star T = V + star T * star G₀ * V := by
    have h3 := congrArg star h1
    rw [star_add, star_mul, star_mul, hV] at h3
    exact h3
  linear_combination (norm := noncomm_ring)
    h1 - h2 - h2 * (G₀ * T) + star T * star G₀ * h1
```

In the code, `h1` is the mirrored equation and `h2` its adjoint. The coefficients given to `linear_combination` are the multiplications made above. The condition $q<1$ is used only to obtain the mirrored equation. For $V=V^\dagger$ the same algebra gives the identity for every $T$ that satisfies the mirrored equation, whether or not the scattering is weak.

The familiar optical theorem, which relates the forward scattering amplitude to the total cross section, concerns on-shell matrix elements between scattering states. An abstract ring has no such states, and the identity here is the algebraic relation that precedes that step.

An example with a single level shows that the hypotheses can be met with a nonzero right-hand side. For a level $\varepsilon$ and the complex energy $z=\varepsilon+2i$, the propagator is $G_0=1/(z-\varepsilon)=-i/2$. Take $V=1$. Then $q=1/2$ and

$$T=\frac{1}{1+i/2}=\frac{4-2i}{5}.$$

Both sides of the optical theorem equal $-4i/5$.

```lean
/-- The complex numbers `G₀ = -i/2`, `V = 1` and `T = (4 - 2i)/5` meet the hypotheses of the
optical theorem. -/
theorem optical_theorem_witness :
    ‖(-Complex.I / 2) * (1 : ℂ)‖ < 1 ∧ star (1 : ℂ) = 1 ∧
      IsTMatrix (-Complex.I / 2) 1 ((4 - 2 * Complex.I) / 5) := by
  refine ⟨?_, star_one ℂ, ?_⟩
  · rw [mul_one, norm_div, norm_neg, Complex.norm_I]
    norm_num
  · unfold IsTMatrix
    linear_combination (-1 / 5 : ℂ) * Complex.I_sq

end BornSeries
```

The theorem checks the norm condition, the self-adjointness of $V$ and the Lippmann–Schwinger equation for these numbers; the last of these reduces to $i^2=-1$.

```lean
#print axioms BornSeries.born_series
#print axioms BornSeries.born_error_sharp
#print axioms BornSeries.optical_theorem
```

```
'BornSeries.born_series' depends on axioms: [propext, Classical.choice, Quot.sound]
'BornSeries.born_error_sharp' depends on axioms: [propext, Classical.choice, Quot.sound]
'BornSeries.optical_theorem' depends on axioms: [propext, Classical.choice, Quot.sound]
```
